# The reciprocal Young modulus of a cubic crystal has its extremes along ⟨100⟩ and ⟨111⟩

Cartesian axes lie along the cube axes and are numbered 0, 1, 2, as in Lean. The compliance tensor $S_{ijkl}$ gives strain from stress, $\varepsilon_{ij}=\sum_{kl}S_{ijkl}\sigma_{kl}$. The names $S_{11}$, $S_{12}$, $S_{44}$ keep their usual Voigt numbering.

## Tensor, symmetry and constants

```lean
import Mathlib

open Finset

namespace CubicYoungModulus

noncomputable section

set_option maxHeartbeats 400000
```

This loads Mathlib and opens a namespace for the names that follow.

```lean
/-- A rank-four tensor in three dimensions, given by its Cartesian components. -/
abbrev Tensor4 := Fin 3 → Fin 3 → Fin 3 → Fin 3 → ℝ
```

A `Tensor4` is a function that takes four indices, each 0, 1 or 2, and returns a real number.

```lean
/-- The Kronecker delta. -/
def kd (i j : Fin 3) : ℝ := if i = j then 1 else 0
```

This is $\delta_{ij}$.

```lean
/-- The factor acquired by coordinate `i` under the twofold rotation about axis `a`. -/
def diadSign (a i : Fin 3) : ℝ := if i = a then 1 else -1
```

A twofold rotation about axis $a$ keeps coordinate $a$ and reverses the other two.

```lean
/-- A compliance tensor with the minor and major index symmetries, invariant under the twofold
rotations about the cube axes and the threefold rotation about a body diagonal. -/
structure IsCubic (S : Tensor4) : Prop where
  minor : ∀ i j k l, S i j k l = S j i k l
  major : ∀ i j k l, S i j k l = S k l i j
  diad : ∀ a i j k l, S i j k l =
    diadSign a i * diadSign a j * diadSign a k * diadSign a l * S i j k l
  triad : ∀ i j k l, S (i + 1) (j + 1) (k + 1) (l + 1) = S i j k l
```

`IsCubic S` is a statement about $S$ with four parts. `minor` is $S_{ijkl}=S_{jikl}$, since strain is symmetric. `major` is $S_{ijkl}=S_{klij}$, which reflects the existence of an elastic energy. Together they also give symmetry in $k,l$. `diad` and `triad` are invariance under the twofold rotations and under the cyclic shift of axes, where $2+1$ wraps round to 0. Every cubic crystal class contains these rotations. Mechanical stability is not assumed.

```lean
/-- The compliance S11. -/
def s11 (S : Tensor4) : ℝ := S 0 0 0 0

/-- The compliance S12. -/
def s12 (S : Tensor4) : ℝ := S 0 0 1 1

/-- The shear compliance S44 for engineering shear strain, four times a tensor component. -/
def s44 (S : Tensor4) : ℝ := 4 * S 0 1 0 1
```

Thus $S_{11}=S_{0000}$, $S_{12}=S_{0011}$ and $S_{44}=4S_{0101}$. The factor 4 belongs to engineering shear strain, $\gamma_{01}=2\varepsilon_{01}$.

```lean
/-- The anisotropy S11 - S12 - S44/2. -/
def anisotropy (S : Tensor4) : ℝ := s11 S - s12 S - s44 S / 2
```

Write $A=S_{11}-S_{12}-S_{44}/2$. It vanishes for an elastically isotropic crystal.

```lean
/-- The tensor built from three constants `a`, `b`, `c` in the roles of S11, S12, S44. -/
def cubicTensor (a b c : ℝ) : Tensor4 := fun i j k l =>
  b * (kd i j * kd k l) + c / 4 * (kd i k * kd j l + kd i l * kd j k)
    + (a - b - c / 2) * (kd i j * kd j k * kd k l)
```

In ordinary notation, the components are
$$b\,\delta_{ij}\delta_{kl}+\tfrac c4(\delta_{ik}\delta_{jl}+\delta_{il}\delta_{jk})+(a-b-\tfrac c2)\,\delta_{ij}\delta_{jk}\delta_{kl}.$$

## Tension along a direction

```lean
/-- Hooke's law: the strain produced by the stress `σ`. -/
def strain (S : Tensor4) (σ : Fin 3 → Fin 3 → ℝ) (i j : Fin 3) : ℝ :=
  ∑ k, ∑ l, S i j k l * σ k l
```

This is Hooke's law, for small strains and a homogeneous crystal.

```lean
/-- The reciprocal Young modulus 1/E along a unit vector `n`: the longitudinal strain under
unit uniaxial tension along `n`. -/
def inverseYoung (S : Tensor4) (n : Fin 3 → ℝ) : ℝ :=
  ∑ i, ∑ j, n i * n j * strain S (fun k l => n k * n l) i j
```

For a unit vector $n$, the stress $\sigma_{kl}=n_kn_l$ is unit tension along $n$. The resulting longitudinal strain, $\sum_{ij}n_in_j\varepsilon_{ij}$, is $1/E(n)$.

```lean
/-- The orientation function G: the sum of products of squared direction cosines over pairs. -/
def orientation (n : Fin 3 → ℝ) : ℝ :=
  n 0 ^ 2 * n 1 ^ 2 + n 1 ^ 2 * n 2 ^ 2 + n 2 ^ 2 * n 0 ^ 2
```

This is $G(n)=n_0^2n_1^2+n_1^2n_2^2+n_2^2n_0^2$.

```lean
/-- One squared component equals one; for a unit vector this is a ⟨100⟩ direction. -/
def IsCubeAxis (n : Fin 3 → ℝ) : Prop := n 0 ^ 2 = 1 ∨ n 1 ^ 2 = 1 ∨ n 2 ^ 2 = 1

/-- A unit vector along a ⟨111⟩ direction: all squared components equal one third. -/
def IsBodyDiagonal (n : Fin 3 → ℝ) : Prop :=
  n 0 ^ 2 = 1 / 3 ∧ n 1 ^ 2 = 1 / 3 ∧ n 2 ^ 2 = 1 / 3
```

These predicates describe $\langle100\rangle$ and $\langle111\rangle$ through squared components, so all signs are covered. The first needs the separate condition $|n|=1$; the second implies it.

```lean
/-- The longitudinal strain under unit tension is the fourfold contraction of the compliance
tensor with the direction of tension. -/
theorem inverseYoung_eq_contraction (S : Tensor4) (n : Fin 3 → ℝ) :
    inverseYoung S n = ∑ i, ∑ j, ∑ k, ∑ l, S i j k l * n i * n j * n k * n l := by
  simp only [inverseYoung, strain, Finset.mul_sum]
  refine sum_congr rfl fun i _ => sum_congr rfl fun j _ =>
    sum_congr rfl fun k _ => sum_congr rfl fun l _ => ?_
  ring
```

A `theorem` lists its assumptions before the colon and its conclusion after it; the proof follows `:=`. Here, substituting Hooke's law gives
$$1/E(n)=\sum_{ijkl}S_{ijkl}n_in_jn_kn_l.$$
The proof moves the factors inside the sums, and `ring` reorders each product.

## From 81 components to three constants

```lean
/-- Cubic symmetry leaves only the three constants S11, S12 and S44. -/
theorem cubic_form {S : Tensor4} (h : IsCubic S) (i j k l : Fin 3) :
    S i j k l = cubicTensor (s11 S) (s12 S) (s44 S) i j k l := by
  -- components related by the threefold axis and the index symmetries
  have a1 : S 1 1 1 1 = S 0 0 0 0 := h.triad 0 0 0 0
  have a2 : S 2 2 2 2 = S 1 1 1 1 := h.triad 1 1 1 1
  have b1 : S 1 1 2 2 = S 0 0 1 1 := h.triad 0 0 1 1
  have b2 : S 2 2 0 0 = S 1 1 2 2 := h.triad 1 1 2 2
  have b3 : S 1 1 0 0 = S 0 0 1 1 := h.major 1 1 0 0
  have b4 : S 2 2 1 1 = S 1 1 2 2 := h.major 2 2 1 1
  have b5 : S 0 0 2 2 = S 2 2 0 0 := h.major 0 0 2 2
  have c1 : S 1 0 0 1 = S 0 1 0 1 := h.minor 1 0 0 1
  have c2 : S 0 1 1 0 = S 1 0 0 1 := h.major 0 1 1 0
  have c3 : S 1 0 1 0 = S 0 1 1 0 := h.minor 1 0 1 0
  have d1 : S 1 2 1 2 = S 0 1 0 1 := h.triad 0 1 0 1
  have d2 : S 2 1 1 2 = S 1 0 0 1 := h.triad 1 0 0 1
  have d3 : S 1 2 2 1 = S 0 1 1 0 := h.triad 0 1 1 0
  have d4 : S 2 1 2 1 = S 1 0 1 0 := h.triad 1 0 1 0
  have e1 : S 2 0 2 0 = S 1 2 1 2 := h.triad 1 2 1 2
  have e2 : S 0 2 2 0 = S 2 1 1 2 := h.triad 2 1 1 2
  have e3 : S 2 0 0 2 = S 1 2 2 1 := h.triad 1 2 2 1
  have e4 : S 0 2 0 2 = S 2 1 2 1 := h.triad 2 1 2 1
  -- the twofold axes remove every component with an unpaired index
  have h0 := h.diad 0 i j k l
  have h1 := h.diad 1 i j k l
  have h2 := h.diad 2 i j k l
  fin_cases i <;> fin_cases j <;> fin_cases k <;> fin_cases l <;>
    simp [diadSign, cubicTensor, kd, s11, s12, s44] at h0 h1 h2 ⊢ <;> linarith
```

Under the twofold rotation about $a$, a component changes sign if $a$ occurs an odd number of times among its indices. Invariance makes that component zero. For $i\neq j$, the survivors have the patterns $iiii$, $iijj$, $ijij$ and $ijji$.

The threefold rotation equates all $S_{iiii}$. With the major symmetry it equates all $S_{iijj}$, and with the index symmetries all $S_{ijij}$ and $S_{ijji}$. Their values are $S_{11}$, $S_{12}$ and $S_{44}/4$, as in `cubicTensor`.

The facts `a1` to `e4` record these equalities. `fin_cases` splits the claim into 81 cases, `simp` evaluates signs and deltas, and `linarith` finishes by linear arithmetic.

```lean
/-- The reciprocal Young modulus of a cubic crystal along a unit vector `n` is
S11 - 2 (S11 - S12 - S44/2) G(n). -/
theorem inverseYoung_cubic {S : Tensor4} (h : IsCubic S) {n : Fin 3 → ℝ}
    (hn : n 0 ^ 2 + n 1 ^ 2 + n 2 ^ 2 = 1) :
    inverseYoung S n = s11 S - 2 * anisotropy S * orientation n := by
  have hS : S = cubicTensor (s11 S) (s12 S) (s44 S) := by
    funext i j k l
    exact cubic_form h i j k l
  -- the contraction before normalisation is a homogeneous quartic
  have quartic : ∀ a b c : ℝ, inverseYoung (cubicTensor a b c) n =
      a * (n 0 ^ 2 + n 1 ^ 2 + n 2 ^ 2) ^ 2 - 2 * (a - b - c / 2) * orientation n := by
    intro a b c
    simp [inverseYoung, strain, cubicTensor, kd, orientation, Fin.sum_univ_three]
    ring
  have e := congrArg (fun T => inverseYoung T n) hS
  calc inverseYoung S n = inverseYoung (cubicTensor (s11 S) (s12 S) (s44 S)) n := e
    _ = s11 S - 2 * anisotropy S * orientation n := by
      rw [quartic, hn, anisotropy]
      ring
```

Contract the three-constant form with $n$ four times. The delta pairs each give $|n|^4$, and the last term gives $\sum_i n_i^4=|n|^4-2G$. Hence
$$\left(S_{12}+\tfrac{S_{44}}2\right)|n|^4+A\,(|n|^4-2G)=S_{11}|n|^4-2AG.$$
Setting $|n|=1$ yields
$$\frac1{E(n)}=S_{11}-2\left(S_{11}-S_{12}-\tfrac{S_{44}}2\right)G(n).$$
The step `quartic` is the identity before normalisation; `hn` is the unit condition.

## The range of G

```lean
/-- For a unit vector, G lies between zero and one third. -/
theorem orientation_bounds {n : Fin 3 → ℝ} (hn : n 0 ^ 2 + n 1 ^ 2 + n 2 ^ 2 = 1) :
    0 ≤ orientation n ∧ orientation n ≤ 1 / 3 := by
  have key : 1 / 3 - orientation n = ((n 0 ^ 2 - n 1 ^ 2) ^ 2
      + (n 1 ^ 2 - n 2 ^ 2) ^ 2 + (n 2 ^ 2 - n 0 ^ 2) ^ 2) / 6 := by
    unfold orientation
    linear_combination (-(n 0 ^ 2 + n 1 ^ 2 + n 2 ^ 2 + 1) / 3) * hn
  constructor
  · unfold orientation
    positivity
  · have : 0 ≤ 1 / 3 - orientation n := by
      rw [key]
      positivity
    linarith
```

Put $x_i=n_i^2$, so $x_0+x_1+x_2=1$ and $\sum_i x_i^2=1-2G$. Then
$$(x_0-x_1)^2+(x_1-x_2)^2+(x_2-x_0)^2=2(1-2G)-2G=2-6G.$$
Dividing by 6 shows $\tfrac13-G\ge0$, which is `key`. The lower bound holds because $G$ is a sum of non-negative products. `linear_combination` verifies an identity using a stated multiple of the unit condition.

```lean
/-- For a unit vector, G vanishes exactly along the cube axes. -/
theorem orientation_eq_zero_iff {n : Fin 3 → ℝ} (hn : n 0 ^ 2 + n 1 ^ 2 + n 2 ^ 2 = 1) :
    orientation n = 0 ↔ IsCubeAxis n := by
  have p0 := sq_nonneg (n 0)
  have p1 := sq_nonneg (n 1)
  have p2 := sq_nonneg (n 2)
  unfold orientation IsCubeAxis
  constructor
  · intro hG
    have q : n 0 ^ 2 * n 1 ^ 2 = 0 := by
      linarith [mul_nonneg p0 p1, mul_nonneg p1 p2, mul_nonneg p2 p0]
    -- the squared components are roots of a cubic that has the root one
    have hp : (n 0 ^ 2 - 1) * ((n 1 ^ 2 - 1) * (n 2 ^ 2 - 1)) = 0 := by
      linear_combination hn - hG + n 2 ^ 2 * q
    rcases mul_eq_zero.mp hp with h | h
    · exact Or.inl (by linarith)
    · rcases mul_eq_zero.mp h with h | h
      · exact Or.inr (Or.inl (by linarith))
      · exact Or.inr (Or.inr (by linarith))
  · rintro (h | h | h)
    · have u : n 1 ^ 2 = 0 := by linarith
      have v : n 2 ^ 2 = 0 := by linarith
      rw [u, v]
      ring
    · have u : n 0 ^ 2 = 0 := by linarith
      have v : n 2 ^ 2 = 0 := by linarith
      rw [u, v]
      ring
    · have u : n 0 ^ 2 = 0 := by linarith
      have v : n 1 ^ 2 = 0 := by linarith
      rw [u, v]
      ring
```

If $G=0$, each product $x_ix_j$ in it vanishes. Then
$$(x_0-1)(x_1-1)(x_2-1)=x_0x_1x_2-G+(x_0+x_1+x_2)-1=0,$$
so some $x_i=1$. Conversely, if one $x_i$ is 1, the other two are non-negative and sum to zero, so $G=0$.

```lean
/-- For a unit vector, G equals one third exactly along the body diagonals. -/
theorem orientation_eq_third_iff {n : Fin 3 → ℝ} (hn : n 0 ^ 2 + n 1 ^ 2 + n 2 ^ 2 = 1) :
    orientation n = 1 / 3 ↔ IsBodyDiagonal n := by
  unfold orientation IsBodyDiagonal
  constructor
  · intro hG
    have key : (n 0 ^ 2 - n 1 ^ 2) ^ 2 + (n 1 ^ 2 - n 2 ^ 2) ^ 2
        + (n 2 ^ 2 - n 0 ^ 2) ^ 2 = 0 := by
      linear_combination 2 * (n 0 ^ 2 + n 1 ^ 2 + n 2 ^ 2 + 1) * hn - 6 * hG
    have r0 := sq_nonneg (n 0 ^ 2 - n 1 ^ 2)
    have r1 := sq_nonneg (n 1 ^ 2 - n 2 ^ 2)
    have r2 := sq_nonneg (n 2 ^ 2 - n 0 ^ 2)
    have u : n 0 ^ 2 - n 1 ^ 2 = 0 := (pow_eq_zero_iff two_ne_zero).mp (by linarith)
    have v : n 1 ^ 2 - n 2 ^ 2 = 0 := (pow_eq_zero_iff two_ne_zero).mp (by linarith)
    exact ⟨by linarith, by linarith, by linarith⟩
  · rintro ⟨h0, h1, h2⟩
    rw [h0, h1, h2]
    norm_num
```

If $G=\tfrac13$, the sum of squared differences is zero. All $x_i$ are then equal, and each is $\tfrac13$. Conversely, three products of $\tfrac19$ add to $\tfrac13$.

## Which direction is the maximum

```lean
/-- Over all unit vectors, 1/E has its extremes along a cube axis `a` and a body diagonal `d`;
the sign of the anisotropy decides which is the maximum. -/
theorem inverseYoung_extremes {S : Tensor4} (h : IsCubic S) {n a d : Fin 3 → ℝ}
    (hn : n 0 ^ 2 + n 1 ^ 2 + n 2 ^ 2 = 1) (ha : a 0 ^ 2 + a 1 ^ 2 + a 2 ^ 2 = 1)
    (ha' : IsCubeAxis a) (hd : IsBodyDiagonal d) :
    (0 ≤ anisotropy S →
      inverseYoung S d ≤ inverseYoung S n ∧ inverseYoung S n ≤ inverseYoung S a) ∧
    (anisotropy S ≤ 0 →
      inverseYoung S a ≤ inverseYoung S n ∧ inverseYoung S n ≤ inverseYoung S d) := by
  have hd1 : d 0 ^ 2 + d 1 ^ 2 + d 2 ^ 2 = 1 := by linarith [hd.1, hd.2.1, hd.2.2]
  obtain ⟨g0, g1⟩ := orientation_bounds hn
  rw [inverseYoung_cubic h hn, inverseYoung_cubic h ha, inverseYoung_cubic h hd1,
    (orientation_eq_zero_iff ha).mpr ha', (orientation_eq_third_iff hd1).mpr hd]
  constructor
  · intro hA
    constructor <;> nlinarith [mul_nonneg hA g0, mul_nonneg hA (sub_nonneg.mpr g1)]
  · intro hA
    have hA' : 0 ≤ -anisotropy S := by linarith
    constructor <;> nlinarith [mul_nonneg hA' g0, mul_nonneg hA' (sub_nonneg.mpr g1)]
```

Let $n$ be any unit vector, $a$ any cube axis and $d$ any body diagonal. Since $0\le G(n)\le\tfrac13$ and $1/E$ is linear in $G$, $A\ge0$ gives
$$\frac1{E(d)}\le\frac1{E(n)}\le\frac1{E(a)},$$
and $A\le0$ reverses the order. At $A=0$ all three are equal. `nlinarith` obtains the inequalities from the products of $|A|$ with $G$ and with $\tfrac13-G$.

```lean
/-- With nonzero anisotropy, 1/E takes its cube-axis value S11 only along cube axes, and its
body-diagonal value (S11 + 2 S12 + S44)/3 only along body diagonals. -/
theorem inverseYoung_extremes_only {S : Tensor4} (h : IsCubic S) (hA : anisotropy S ≠ 0)
    {n : Fin 3 → ℝ} (hn : n 0 ^ 2 + n 1 ^ 2 + n 2 ^ 2 = 1) :
    (inverseYoung S n = s11 S ↔ IsCubeAxis n) ∧
    (inverseYoung S n = (s11 S + 2 * s12 S + s44 S) / 3 ↔ IsBodyDiagonal n) := by
  have hv : (s11 S + 2 * s12 S + s44 S) / 3 = s11 S - 2 * anisotropy S * (1 / 3) := by
    unfold anisotropy
    ring
  rw [hv, inverseYoung_cubic h hn, ← orientation_eq_zero_iff hn,
    ← orientation_eq_third_iff hn]
  constructor
  · constructor
    · intro e
      have : anisotropy S * orientation n = 0 := by linarith
      exact (mul_eq_zero.mp this).resolve_left hA
    · intro e
      rw [e]
      ring
  · constructor
    · intro e
      have : anisotropy S * (orientation n - 1 / 3) = 0 := by linarith
      linarith [(mul_eq_zero.mp this).resolve_left hA]
    · intro e
      rw [e]
```

The value at $G=\tfrac13$ is $S_{11}-\tfrac23A=(S_{11}+2S_{12}+S_{44})/3$. If $A\ne0$, equal values of $1/E$ mean equal values of $G$. The two extreme values therefore occur only along cube axes and body diagonals respectively.

```lean
/-- For any three constants the tensor `cubicTensor a b c` has cubic symmetry, and its
compliances S11, S12, S44 are `a`, `b`, `c`. -/
theorem cubicTensor_witness (a b c : ℝ) :
    IsCubic (cubicTensor a b c) ∧ s11 (cubicTensor a b c) = a ∧
      s12 (cubicTensor a b c) = b ∧ s44 (cubicTensor a b c) = c := by
  have comm : ∀ i j, kd i j = kd j i := fun i j => by simp only [kd, eq_comm]
  have k00 : kd 0 0 = 1 := by simp [kd]
  have k11 : kd 1 1 = 1 := by simp [kd]
  have k01 : kd 0 1 = 0 := by simp [kd]
  have k10 : kd 1 0 = 0 := by simp [kd]
  refine ⟨⟨?_, ?_, ?_, ?_⟩, ?_, ?_, ?_⟩
  · intro i j k l
    rcases eq_or_ne i j with rfl | hij
    · rfl
    · have u : kd i j = 0 := by simp [kd, hij]
      have v : kd j i = 0 := by simp [kd, hij.symm]
      simp only [cubicTensor, u, v]
      ring
  · intro i j k l
    have hq : kd i j * kd k l * kd j k = kd i j * kd k l * kd l i := by
      by_cases hij : i = j
      · by_cases hkl : k = l
        · rw [hij, hkl, comm j l]
        · simp [kd, hkl]
      · simp [kd, hij]
    simp only [cubicTensor]
    linear_combination (a - b - c / 2) * hq + c / 4 * (kd j l * comm i k
      + kd k i * comm j l + kd j k * comm i l + kd l i * comm j k)
  · intro p i j k l
    -- a delta is unchanged when both of its indices are rotated
    have e : ∀ x y, diadSign p x * diadSign p y * kd x y = kd x y := by
      intro x y
      by_cases hxy : x = y
      · subst hxy
        by_cases hx : x = p <;> simp [diadSign, kd, hx]
      · simp [kd, hxy]
    simp only [cubicTensor]
    linear_combination
      -(b + (a - b - c / 2) * kd j k) *
        (diadSign p k * diadSign p l * kd k l * e i j + kd i j * e k l)
      - c / 4 * (diadSign p j * diadSign p l * kd j l * e i k + kd i k * e j l
        + diadSign p j * diadSign p k * kd j k * e i l + kd i l * e j k)
  · intro i j k l
    have shift : ∀ x y, kd (x + 1) (y + 1) = kd x y := fun x y => by simp [kd]
    simp only [cubicTensor, shift]
  · simp only [s11, cubicTensor, k00]
    ring
  · simp only [s12, cubicTensor, k00, k11, k01]
    ring
  · simp only [s44, cubicTensor, k00, k11, k01, k10]
    ring

end

end CubicYoungModulus
```

Any real $a,b,c$ can serve as the three constants, so the symmetry assumptions impose no further relation among them. The proof checks each symmetry on the deltas and reads off the three components.

```lean
#print axioms CubicYoungModulus.inverseYoung_eq_contraction
#print axioms CubicYoungModulus.inverseYoung_cubic
#print axioms CubicYoungModulus.inverseYoung_extremes
#print axioms CubicYoungModulus.inverseYoung_extremes_only
```

```
'CubicYoungModulus.inverseYoung_eq_contraction' depends on axioms: [propext, Classical.choice, Quot.sound]
'CubicYoungModulus.inverseYoung_cubic' depends on axioms: [propext, Classical.choice, Quot.sound]
'CubicYoungModulus.inverseYoung_extremes' depends on axioms: [propext, Classical.choice, Quot.sound]
'CubicYoungModulus.inverseYoung_extremes_only' depends on axioms: [propext, Classical.choice, Quot.sound]
```

## From computed stiffness constants to 1/E

An electronic-structure calculation of a cubic crystal's linear elastic response commonly gives the stiffness constants $C_{11}$, $C_{12}$, $C_{44}$. For a stable crystal, inversion gives
$$S_{11}=\frac{C_{11}+C_{12}}{(C_{11}-C_{12})(C_{11}+2C_{12})},\quad S_{12}=\frac{-C_{12}}{(C_{11}-C_{12})(C_{11}+2C_{12})},\quad S_{44}=\frac1{C_{44}}.$$
One can then normalise the direction, evaluate $G$ and insert it in the formula. For $[110]$, $n=(1,1,0)/\sqrt2$ and $G=\tfrac14$. The formula then gives $(S_{11}+S_{12})/2+S_{44}/4$. The full fourfold contraction agrees if the tensor is built with $S_{0101}=S_{44}/4$; omitting that factor of 4 turns the last term into $S_{44}$. The comparison can reveal a mistake in assembling the tensor, but not an error in the constants themselves, since both sides use the same ones.
